# Form factors of neutral Thomas–Fermi atoms share one curve, scaled by nuclear charge

Let \(\varphi\ge 0\) solve the Thomas–Fermi problem of a neutral atom: \(\varphi(0)=1\) with continuity there, \(\varphi''=\varphi^{3/2}/\sqrt{x}\) for \(x>0\), and \(\varphi\to 0\) at infinity. For nuclear charge \(Z>0\) and length \(l=bZ^{-1/3}\) with \(b>0\), the electron density

\[
n(r)=\frac{Z}{4\pi l^3}\left(\frac{\varphi(r/l)\,l}{r}\right)^{3/2}
\]

has X-ray form factor \(Z\,F(ql)\) at momentum transfer \(q\). The function \(F\) depends on \(\varphi\) but not on \(Z\), and it satisfies \(F(0)=1\) and \(|F|\le 1\). So one curve gives the X-ray form factors of all neutral atoms within this semiclassical model, which has no shell structure, exchange or relativistic effects.

## The atom and its form factor

```lean
import Mathlib

open MeasureTheory Set Filter Topology
open scoped Real

namespace ThomasFermiFormFactor

noncomputable section
```

Mathlib supplies the real analysis. In its notation `Ioi 0` is the open half-line \((0,\infty)\), `Ici 0` is \([0,\infty)\), and `Tendsto f atTop (𝓝 0)` says that \(f(x)\to 0\) as \(x\to\infty\).

```lean
/-- The Thomas–Fermi boundary value problem of a neutral atom: `φ` is the screening function
and `φ'` its slope, as functions of the scaled distance from the nucleus. -/
structure IsScreening (φ φ' : ℝ → ℝ) : Prop where
  nonneg : ∀ x, 0 < x → 0 ≤ φ x
  at_zero : φ 0 = 1
  cont_zero : ContinuousWithinAt φ (Ici 0) 0
  slope : ∀ x, 0 < x → HasDerivAt φ (φ' x) x
  equation : ∀ x, 0 < x → HasDerivAt φ' (φ x ^ (3 / 2 : ℝ) / √x) x
  decay : Tendsto φ atTop (𝓝 0)
```

`IsScreening φ φ'` bundles the conditions on the screening function. In Lean `φ'` is a second function with a suggestive name; the field `slope` makes it the derivative of `φ` at every \(x>0\), and `equation` is the Thomas–Fermi equation. Continuity at the nucleus is one-sided. Nothing is assumed about \(x\varphi'(x)\) at either end. The theorems apply to any \(\varphi\) with these properties; that one exists is not proved here.

```lean
/-- The Thomas–Fermi length `l = b Z^(-1/3)` of an atom with nuclear charge `Z`. -/
def tfLength (b Z : ℝ) : ℝ := b * Z ^ (-1 / 3 : ℝ)
```

This is \(l=bZ^{-1/3}\). The constant \(b\) carries the unit of length and the kinetic energy of a uniform electron gas; in the standard theory \(b=\tfrac12(3\pi/4)^{2/3}\) Bohr radii. The theorems need only \(b>0\). The charge \(Z\) may be any positive real number.

```lean
/-- The electron density at distance `r` from a nucleus of charge `Z`. -/
def density (φ : ℝ → ℝ) (b Z r : ℝ) : ℝ :=
  Z * (φ (r / tfLength b Z) * tfLength b Z / r) ^ (3 / 2 : ℝ) / (4 * π * tfLength b Z ^ 3)
```

This is \(n(r)\) as displayed above. With \(x=r/l\), the bracket is \(\varphi(x)/x\).

```lean
/-- The X-ray form factor of a spherical density `n` at momentum transfer `q`, with the
scattering phase already averaged over directions. -/
def formFactor (n : ℝ → ℝ) (q : ℝ) : ℝ :=
  ∫ r in Ioi (0 : ℝ), 4 * π * r ^ 2 * n r * Real.sinc (q * r)
```

For a spherical density, the average of the scattering phase over directions is

\[
\frac12\int_{-1}^{1}e^{iqru}\,du=\frac{\sin qr}{qr}=\operatorname{sinc}(qr),\qquad \operatorname{sinc}(0)=1 .
\]

The file takes the resulting radial integral \(\int_0^\infty 4\pi r^2 n(r)\operatorname{sinc}(qr)\,dr\) as its definition of the form factor.

```lean
/-- The radial charge distribution per electron in the scaled distance `x`. -/
def radialCharge (φ : ℝ → ℝ) (x : ℝ) : ℝ := √x * φ x ^ (3 / 2 : ℝ)
```

Write \(w(x)=\sqrt{x}\,\varphi(x)^{3/2}\) for `radialCharge φ x`. It is the fraction of the electrons per unit of scaled distance \(x\).

```lean
/-- The form factor per electron as a function of the scaled momentum transfer `s`. -/
def universalFactor (φ : ℝ → ℝ) (s : ℝ) : ℝ :=
  ∫ x in Ioi (0 : ℝ), radialCharge φ x * Real.sinc (s * x)
```

This is the universal function, \(F(s)=\int_0^\infty w(x)\operatorname{sinc}(sx)\,dx\). Neither \(Z\) nor \(b\) appears in it.

## Convexity controls the boundary terms

```lean
variable {φ φ' : ℝ → ℝ}

/-- At positive distances the slope of the screening function does not decrease as the distance
grows. -/
theorem slope_mono (h : IsScreening φ φ') {a b : ℝ} (ha : 0 < a) (hab : a ≤ b) :
    φ' a ≤ φ' b := by
  rcases hab.eq_or_lt with rfl | hlt
  · exact le_rfl
  obtain ⟨c, hc, e⟩ := exists_hasDerivAt_eq_slope φ' (fun x => φ x ^ (3 / 2 : ℝ) / √x) hlt
    (fun x hx => (h.equation x (ha.trans_le hx.1)).continuousAt.continuousWithinAt)
    (fun x hx => h.equation x (ha.trans hx.1))
  have e' : φ c ^ (3 / 2 : ℝ) / √c = (φ' b - φ' a) / (b - a) := e
  have hp : 0 ≤ φ c ^ (3 / 2 : ℝ) / √c :=
    div_nonneg (Real.rpow_nonneg (h.nonneg c (ha.trans hc.1)) _) (Real.sqrt_nonneg _)
  have hd : 0 < b - a := sub_pos.2 hlt
  rw [eq_div_iff hd.ne'] at e'
  have := mul_nonneg hp hd.le
  linarith
```

A Lean theorem lists its hypotheses, then after the colon its conclusion, then after `:=` its proof. Here `a` and `b` are two distances, with \(0<a\le b\), and the conclusion is \(\varphi'(a)\le\varphi'(b)\). If \(a<b\), the mean value theorem, called `exists_hasDerivAt_eq_slope`, gives a point \(c\) between them with

\[
\varphi'(b)-\varphi'(a)=(b-a)\,\frac{\varphi(c)^{3/2}}{\sqrt c}\ge 0 .
\]

```lean
/-- The change of the screening function between two distances lies between the values
extrapolated from the slopes at the two ends. -/
theorem chord_bounds (h : IsScreening φ φ') {a b : ℝ} (ha : 0 < a) (hab : a < b) :
    φ' a * (b - a) ≤ φ b - φ a ∧ φ b - φ a ≤ φ' b * (b - a) := by
  obtain ⟨c, hc, e⟩ := exists_hasDerivAt_eq_slope φ φ' hab
    (fun x hx => (h.slope x (ha.trans_le hx.1)).continuousAt.continuousWithinAt)
    (fun x hx => h.slope x (ha.trans hx.1))
  have hd : 0 < b - a := sub_pos.2 hab
  rw [eq_div_iff hd.ne'] at e
  rw [← e]
  exact ⟨mul_le_mul_of_nonneg_right (slope_mono h ha hc.1.le) hd.le,
    mul_le_mul_of_nonneg_right (slope_mono h (ha.trans hc.1) hc.2.le) hd.le⟩
```

The mean value theorem for \(\varphi\) itself gives \(\varphi(b)-\varphi(a)=\varphi'(c)(b-a)\). Since \(\varphi'\) increases,

\[
\varphi'(a)(b-a)\le\varphi(b)-\varphi(a)\le\varphi'(b)(b-a).
\]

```lean
/-- In a limit of positive distances that is unchanged by doubling and halving them, and in
which `φ` converges, the product `x φ'(x)` tends to zero. -/
theorem tendsto_mul_slope (h : IsScreening φ φ') {L : Filter ℝ} {c : ℝ}
    (hpos : ∀ᶠ x in L, 0 < x) (hdouble : Tendsto (fun x : ℝ => 2 * x) L L)
    (hhalf : Tendsto (fun x : ℝ => x / 2) L L) (hc : Tendsto φ L (𝓝 c)) :
    Tendsto (fun x => x * φ' x) L (𝓝 0) := by
  have lo : Tendsto (fun x => 2 * (φ x - φ (x / 2))) L (𝓝 0) := by
    have t := (hc.sub (hc.comp hhalf)).const_mul 2
    rw [sub_self, mul_zero] at t
    exact t
  have up : Tendsto (fun x => φ (2 * x) - φ x) L (𝓝 0) := by
    have t := (hc.comp hdouble).sub hc
    rw [sub_self] at t
    exact t
  refine tendsto_of_tendsto_of_tendsto_of_le_of_le' lo up ?_ ?_
  · filter_upwards [hpos] with x hx
    have := (chord_bounds h (half_pos hx) (half_lt_self hx)).2
    linarith
  · filter_upwards [hpos] with x hx
    have := (chord_bounds h hx (by linarith : x < 2 * x)).1
    linarith
```

The filter `L` stands for a direction of approach, either \(x\to 0^+\) or \(x\to\infty\), so one proof serves both ends. Apply the upper bound to the pair \(x/2,\,x\) and the lower bound to \(x,\,2x\):

\[
2\bigl(\varphi(x)-\varphi(x/2)\bigr)\le x\varphi'(x)\le\varphi(2x)-\varphi(x).
\]

If \(\varphi\) converges, both outer expressions tend to zero, and \(x\varphi'(x)\) is squeezed to zero with them. In the code they are `lo` and `up`.

## Neutrality from an exact derivative

```lean
/-- The radial charge distribution per electron is integrable and its integral is one. -/
theorem radialCharge_normalized (h : IsScreening φ φ') :
    IntegrableOn (radialCharge φ) (Ioi 0) ∧ ∫ x in Ioi (0 : ℝ), radialCharge φ x = 1 := by
  have hφ0 : Tendsto φ (𝓝[>] 0) (𝓝 (φ 0)) := h.cont_zero.mono Ioi_subset_Ici_self
  have hpos0 : ∀ᶠ x : ℝ in 𝓝[>] 0, 0 < x := self_mem_nhdsWithin
  -- the boundary terms of the integration by parts
  have t0 : Tendsto (fun x => x * φ' x) (𝓝[>] 0) (𝓝 0) := by
    refine tendsto_mul_slope h hpos0 (tendsto_nhdsWithin_iff.2 ⟨?_, ?_⟩)
      (tendsto_nhdsWithin_iff.2 ⟨?_, ?_⟩) hφ0
    · exact (Continuous.tendsto' (by fun_prop) 0 0 (by norm_num)).mono_left nhdsWithin_le_nhds
    · filter_upwards [hpos0] with x hx
      exact mul_pos two_pos hx
    · exact (Continuous.tendsto' (by fun_prop) 0 0 (by norm_num)).mono_left nhdsWithin_le_nhds
    · filter_upwards [hpos0] with x hx
      exact half_pos hx
  have t1 : Tendsto (fun x => x * φ' x) atTop (𝓝 0) :=
    tendsto_mul_slope h (eventually_gt_atTop 0) (tendsto_id.const_mul_atTop two_pos)
      (tendsto_id.atTop_div_const two_pos) h.decay
  have hcont : ContinuousWithinAt (fun x => x * φ' x - φ x) (Ici 0) 0 := by
    rw [← continuousWithinAt_Ioi_iff_Ici]
    show Tendsto (fun x => x * φ' x - φ x) (𝓝[>] 0) (𝓝 (0 * φ' 0 - φ 0))
    rw [zero_mul]
    exact t0.sub hφ0
  -- the charge distribution is the derivative of `x φ' - φ`
  have hder : ∀ x ∈ Ioi (0 : ℝ),
      HasDerivAt (fun x => x * φ' x - φ x) (radialCharge φ x) x := by
    intro x hx
    have hx : 0 < x := hx
    refine (((hasDerivAt_id' x).fun_mul (h.equation x hx)).fun_sub (h.slope x hx)).congr_deriv ?_
    have hs : √x * √x = x := Real.mul_self_sqrt hx.le
    have e : x * (φ x ^ (3 / 2 : ℝ) / √x) = √x * φ x ^ (3 / 2 : ℝ) := by
      rw [mul_div_assoc', div_eq_iff (Real.sqrt_pos.2 hx).ne']
      linear_combination (-(φ x ^ (3 / 2 : ℝ))) * hs
    unfold radialCharge
    linear_combination e
  have hnn : ∀ x ∈ Ioi (0 : ℝ), 0 ≤ radialCharge φ x := fun x hx =>
    mul_nonneg (Real.sqrt_nonneg _) (Real.rpow_nonneg (h.nonneg x hx) _)
  have hlim := t1.sub h.decay
  refine ⟨integrableOn_Ioi_deriv_of_nonneg hcont hder hnn hlim, ?_⟩
  rw [integral_Ioi_of_hasDerivAt_of_nonneg hcont hder hnn hlim]
  simp [h.at_zero]
```

The charge distribution is a derivative:

\[
\frac{d}{dx}\bigl(x\varphi'-\varphi\bigr)=\varphi'+x\varphi''-\varphi'=\frac{x\,\varphi^{3/2}}{\sqrt x}=w(x).
\]

This is `hder`. The facts `t0` and `t1` say that \(x\varphi'\) vanishes at the two ends, so

\[
\int_0^\infty w\,dx=(0-0)-(0-\varphi(0))=1 .
\]

Because \(w\ge 0\) and its antiderivative has finite limits, \(w\) is also integrable, which is the first half of the conclusion. Physically, the atom holds exactly \(Z\) electrons.

## Removing the nuclear charge

```lean
/-- The form factor of an atom is `Z` times the universal function of `q l`. -/
theorem formFactor_scaling (hφ : ∀ x, 0 < x → 0 ≤ φ x) {b Z : ℝ} (hb : 0 < b) (hZ : 0 < Z)
    (q : ℝ) : formFactor (density φ b Z) q = Z * universalFactor φ (q * tfLength b Z) := by
  have hl : 0 < tfLength b Z := mul_pos hb (Real.rpow_pos_of_pos hZ _)
  simp only [formFactor, density]
  generalize tfLength b Z = l at hl ⊢
  obtain ⟨G, hG⟩ : ∃ G : ℝ → ℝ, ∀ x, G x = radialCharge φ x * Real.sinc (q * l * x) :=
    ⟨_, fun _ => rfl⟩
  have hF : universalFactor φ (q * l) = ∫ x in Ioi (0 : ℝ), G x := by
    simp only [universalFactor, hG]
  -- the integrand in the scaled distance `x = r / l`
  have h1 : ∫ r in Ioi (0 : ℝ), 4 * π * r ^ 2 *
      (Z * (φ (r / l) * l / r) ^ (3 / 2 : ℝ) / (4 * π * l ^ 3)) * Real.sinc (q * r)
      = ∫ r in Ioi (0 : ℝ), Z / l * G (l⁻¹ * r) := by
    refine setIntegral_congr_fun measurableSet_Ioi (fun r hr => ?_)
    have hr : 0 < r := hr
    have hx : 0 < r / l := div_pos hr hl
    have e2 : q * l * (r / l) = q * r := by field_simp
    have key : (r / l) ^ 2 * (φ (r / l) * l / r) ^ (3 / 2 : ℝ) = radialCharge φ (r / l) := by
      rw [← div_div_eq_mul_div, Real.div_rpow (hφ _ hx) hx.le]
      have hs : √(r / l) * √(r / l) = r / l := Real.mul_self_sqrt hx.le
      have hp : (r / l) ^ (3 / 2 : ℝ) = r / l * √(r / l) := by
        rw [Real.sqrt_eq_rpow, show (3 / 2 : ℝ) = 1 + 1 / 2 by norm_num, Real.rpow_add hx,
          Real.rpow_one]
      unfold radialCharge
      rw [hp, mul_div_assoc', div_eq_iff (mul_pos hx (Real.sqrt_pos.2 hx)).ne']
      linear_combination (-(r / l * φ (r / l) ^ (3 / 2 : ℝ))) * hs
    simp only [hG, inv_mul_eq_div]
    rw [e2, ← key]
    generalize (φ (r / l) * l / r) ^ (3 / 2 : ℝ) = P
    generalize Real.sinc (q * r) = S
    have hπ := Real.pi_ne_zero
    field_simp
  rw [h1, integral_const_mul, integral_comp_mul_left_Ioi G 0 (inv_pos.2 hl), hF, mul_zero,
    inv_inv, smul_eq_mul, ← mul_assoc, div_mul_cancel₀ _ hl.ne']
```

Substitute \(r=lx\), \(dr=l\,dx\):

\[
\int_0^\infty 4\pi l^2x^2\,\frac{Z}{4\pi l^3}\left(\frac{\varphi(x)}{x}\right)^{3/2}\operatorname{sinc}(qlx)\,l\,dx
=Z\int_0^\infty\sqrt{x}\,\varphi(x)^{3/2}\operatorname{sinc}(qlx)\,dx .
\]

The right side is \(Z\,F(ql)\). In the code `G` is the scaled integrand, `key` is the identity \(x^2(\varphi/x)^{3/2}=\sqrt x\,\varphi^{3/2}\), and `integral_comp_mul_left_Ioi` changes the variable. Of the conditions on \(\varphi\), this step uses only \(\varphi\ge 0\); the differential equation plays no part in the scaling.

```lean
/-- At almost every positive scaled distance the scattering integrand is at most the radial charge
distribution in size. -/
theorem integrand_bound (h : IsScreening φ φ') (s : ℝ) :
    ∀ᵐ x ∂(volume.restrict (Ioi (0 : ℝ))),
      ‖radialCharge φ x * Real.sinc (s * x)‖ ≤ radialCharge φ x := by
  refine ae_restrict_of_forall_mem measurableSet_Ioi (fun x hx => ?_)
  have hw : 0 ≤ radialCharge φ x :=
    mul_nonneg (Real.sqrt_nonneg _) (Real.rpow_nonneg (h.nonneg x hx) _)
  rw [Real.norm_eq_abs, abs_mul, abs_of_nonneg hw]
  exact mul_le_of_le_one_right hw (Real.abs_sinc_le_one _)
```

Since \(|\operatorname{sinc}|\le 1\) and \(w\ge 0\), we have \(|w(x)\operatorname{sinc}(sx)|\le w(x)\). The symbol `∀ᵐ` means "for almost every", the form in which Mathlib's integration theorems take such bounds.

```lean
/-- **Universal Thomas–Fermi form factor.** For every nuclear charge `Z` the form factor is
`Z F(q l)` with one function `F` fixed by `φ`, and `F(0) = 1`, `|F| ≤ 1`. -/
theorem universal_form_factor (h : IsScreening φ φ') :
    (∀ b Z : ℝ, 0 < b → 0 < Z → ∀ q : ℝ,
      formFactor (density φ b Z) q = Z * universalFactor φ (q * tfLength b Z)) ∧
    universalFactor φ 0 = 1 ∧ ∀ s : ℝ, |universalFactor φ s| ≤ 1 := by
  obtain ⟨hint, hone⟩ := radialCharge_normalized h
  refine ⟨fun b Z hb hZ q => formFactor_scaling h.nonneg hb hZ q, ?_, fun s => ?_⟩
  · simpa [universalFactor] using hone
  · have := norm_integral_le_of_norm_le hint (integrand_bound h s)
    rw [hone] at this
    exact this
```

The conclusion has three parts joined by `∧`, "and": the scaling law for all positive \(b\) and \(Z\) and all real \(q\), then \(F(0)=1\), then \(|F(s)|\le 1\) for every real \(s\). The first is the previous scaling theorem. The other two follow from the normalisation:

\[
F(0)=\int_0^\infty w\,dx=1,\qquad |F(s)|\le\int_0^\infty |w(x)\operatorname{sinc}(sx)|\,dx\le\int_0^\infty w\,dx=1 .
\]

In forward scattering all electrons contribute in phase and the form factor is \(Z\); at no momentum transfer does it exceed \(Z\) in size.

## Continuity and a comparison of elements

```lean
/-- The universal form factor is a continuous function of the scaled momentum transfer. -/
theorem continuous_universalFactor (h : IsScreening φ φ') : Continuous (universalFactor φ) := by
  have hint := (radialCharge_normalized h).1
  have hsinc := Real.continuous_sinc
  refine continuous_of_dominated (fun s => ?_) (integrand_bound h) hint
    (Eventually.of_forall fun x => ?_)
  · exact hint.aestronglyMeasurable.mul
      (hsinc.comp (continuous_const.mul continuous_id)).aestronglyMeasurable
  · exact continuous_const.mul (hsinc.comp (continuous_id.mul continuous_const))
```

For fixed \(x\) the integrand \(w(x)\operatorname{sinc}(sx)\) is continuous in \(s\), and the integrable function \(w\) bounds it for every \(s\). Dominated convergence, `continuous_of_dominated`, then makes \(F\) continuous.

```lean
/-- Two elements have the same form factor per electron when their momentum transfers are in
the ratio of the cube roots of their nuclear charges. -/
theorem corresponding_elements (h : IsScreening φ φ') {b Z₁ Z₂ : ℝ} (hb : 0 < b)
    (h₁ : 0 < Z₁) (h₂ : 0 < Z₂) (k : ℝ) :
    formFactor (density φ b Z₁) (k * Z₁ ^ (1 / 3 : ℝ)) / Z₁ =
      formFactor (density φ b Z₂) (k * Z₂ ^ (1 / 3 : ℝ)) / Z₂ := by
  have key : ∀ Z : ℝ, 0 < Z →
      formFactor (density φ b Z) (k * Z ^ (1 / 3 : ℝ)) / Z = universalFactor φ (k * b) := by
    intro Z hZ
    have e : Z ^ (1 / 3 : ℝ) * Z ^ (-1 / 3 : ℝ) = 1 := by
      rw [← Real.rpow_add hZ, show (1 / 3 : ℝ) + -1 / 3 = 0 by norm_num, Real.rpow_zero]
    have e' : k * Z ^ (1 / 3 : ℝ) * tfLength b Z = k * b := by
      unfold tfLength
      linear_combination (k * b) * e
    rw [formFactor_scaling h.nonneg hb hZ, e', mul_div_cancel_left₀ _ hZ.ne']
  rw [key Z₁ h₁, key Z₂ h₂]

end

end ThomasFermiFormFactor
```

Choose \(q=kZ^{1/3}\). Then \(ql=kZ^{1/3}\,bZ^{-1/3}=kb\), whatever the element, and the form factor per electron is \(F(kb)\). That is `key`, applied once to \(Z_1\) and once to \(Z_2\).

Take oxygen, \(Z_1=8\), and gadolinium, \(Z_2=64\), with \(k=1/b\). The cube roots are 2 and 4, which gives:

| | \(Z=8\) | \(Z=64\) |
|---|---|---|
| length \(l\) | \(b/2\) | \(b/4\) |
| momentum transfer \(q\) | \(2/b\) | \(4/b\) |
| product \(ql\) | 1 | 1 |
| form factor | \(8\,F(1)\) | \(64\,F(1)\) |

In this model gadolinium at twice the momentum transfer has eight times the form factor of oxygen, and the comparison needs no numerical value of \(F(1)\).

```lean
#print axioms ThomasFermiFormFactor.universal_form_factor
-- 'ThomasFermiFormFactor.universal_form_factor' depends on axioms: [propext, Classical.choice, Quot.sound]
#print axioms ThomasFermiFormFactor.continuous_universalFactor
-- 'ThomasFermiFormFactor.continuous_universalFactor' depends on axioms: [propext, Classical.choice, Quot.sound]
#print axioms ThomasFermiFormFactor.corresponding_elements
-- 'ThomasFermiFormFactor.corresponding_elements' depends on axioms: [propext, Classical.choice, Quot.sound]
```
